# Stationarity of the Harris functional at a self-consistent lattice density

Put two electrons on a single site with potential \(v\) and mean-field repulsion \(G(r)=Ur^2/4\), where \(r\) is the density. The interaction potential is \(g(r)=G'(r)=Ur/2\), and independent electrons in a potential \(w\) have energy \(E_s(w)=2w\). The Harris functional, evaluated at a guessed density \(r=2+d\) that need not contain exactly two electrons, is

\[
E(r)=E_s(v+g(r))-r\,g(r)+G(r)=2v+U-\tfrac{U}{4}d^2 .
\]

The term linear in \(d\) is absent. The expansion is about the density 2, which is self-consistent: it is the output density in the potential it generates. The same cancellation occurs at a self-consistent density \(r\) on any finite lattice, provided that \(E_s\) is differentiable at \(v+g(r)\), that \(G\) and \(g\) are differentiable at \(r\), and that \(g(r)\) is the gradient of \(G\) at \(r\).

## Densities, potentials and gradients

Sites form a finite type `ι`. Densities and potentials are both real functions on it, with no positivity or fixed electron number imposed.

In Lean 4 with Mathlib:

```lean
import Mathlib

open Asymptotics Topology

namespace HarrisStationarity

noncomputable section

variable {ι : Type*} [Fintype ι]
```

A lattice function \(n\) defines the linear form \(d\mapsto n\cdot d=\sum_i n_i d_i\).

```lean
/-- The linear form `d ↦ ∑ i, n i * d i` given by a lattice function `n`. -/
def pair (n : ι → ℝ) : (ι → ℝ) →L[ℝ] ℝ :=
  ∑ i, n i • ContinuousLinearMap.proj (R := ℝ) (φ := fun _ : ι => ℝ) i

/-- The linear form of `n` evaluates to the dot product with `n`. -/
theorem pair_apply (n d : ι → ℝ) : pair n d = n ⬝ᵥ d := by
  simp [pair, dotProduct, sum_apply]
```

A functional \(F\) has gradient \(n\) at \(x\) when \(F(x+d)=F(x)+n\cdot d+o(d)\).

```lean
/-- The lattice functional `F` is differentiable at `x` with gradient `n`. -/
def HasGrad (F : (ι → ℝ) → ℝ) (n x : ι → ℝ) : Prop :=
  HasFDerivAt F (pair n) x
```

For \(E_s\), the gradient with respect to the potential is the output density. This is first-order perturbation theory for the independent electrons, and it enters below as a hypothesis.

```lean
/-- The Harris functional: independent-electron energy in the effective potential `v + g r` of the
input density `r`, minus the double-counting term, plus the interaction energy. -/
def harris (Es G : (ι → ℝ) → ℝ) (g : (ι → ℝ) → (ι → ℝ)) (v r : ι → ℝ) : ℝ :=
  Es (v + g r) - r ⬝ᵥ g r + G r
```

The Kohn–Sham functional is \(T_s(r)+r\cdot v+G(r)\), where \(T_s\) is the kinetic energy of independent electrons. In the code `Ts` is an arbitrary function.

```lean
/-- The Kohn-Sham energy functional: kinetic, external and interaction energy. -/
def kohnSham (Ts G : (ι → ℝ) → ℝ) (v r : ι → ℝ) : ℝ :=
  Ts r + r ⬝ᵥ v + G r
```

## The residual controls the slope

Write \(f=g'(r)\) for the linear response of the potential to the density. The product rule on each site, summed over sites, gives

\[
\delta(r\cdot g(r))=r\cdot f d+g(r)\cdot d .
\]

```lean
variable {Es G Ts : (ι → ℝ) → ℝ} {g : (ι → ℝ) → (ι → ℝ)} {v r n : ι → ℝ}
  {f : (ι → ℝ) →L[ℝ] (ι → ℝ)}

/-- The double-counting term `r · g(r)` changes through the potential and through the
density. -/
theorem doubleCounting_hasFDerivAt (hg : HasFDerivAt g f r) :
    HasFDerivAt (fun x => x ⬝ᵥ g x) ((pair r).comp f + pair (g r)) r := by
  have hx : ∀ i, HasFDerivAt (fun x : ι → ℝ => x i)
      (ContinuousLinearMap.proj (R := ℝ) (φ := fun _ : ι => ℝ) i) r :=
    fun i => hasFDerivAt_apply i r
  have hgi := fun i => hasFDerivAt_pi'.1 hg i
  -- product rule on every site
  have h := HasFDerivAt.fun_sum (u := Finset.univ)
    (fun i (_ : i ∈ Finset.univ) => (hx i).mul (hgi i))
  refine h.congr_fderiv (ContinuousLinearMap.ext fun d => ?_)
  simp [pair_apply, dotProduct, Finset.sum_add_distrib, sum_apply]
```

Let \(n\) be the output density in the potential \(v+g(r)\). The chain rule gives \(\delta E_s=n\cdot fd\), and \(\delta G=g(r)\cdot d\). Therefore

\[
\delta E=n\cdot fd-\bigl(r\cdot fd+g(r)\cdot d\bigr)+g(r)\cdot d=(n-r)\cdot fd .
\]

In the proof, `h1`, `h2` and `h3` are these three derivatives, and `ring` performs the cancellation.

```lean
/-- For input density `r` and output density `n`, the derivative of the Harris functional
is the density residual `n - r` paired with the induced change of potential. -/
theorem harris_hasFDerivAt (hG : HasGrad G (g r) r) (hg : HasFDerivAt g f r)
    (hE : HasGrad Es n (v + g r)) :
    HasFDerivAt (harris Es G g v) ((pair (n - r)).comp f) r := by
  have h0 : HasFDerivAt (fun x => v + g x) f r := hg.const_add v
  -- response of the independent-electron energy
  have h1 := HasFDerivAt.comp (g := Es) (f := fun x => v + g x) r hE h0
  have h2 := doubleCounting_hasFDerivAt hg
  have h3 : HasFDerivAt G (pair (g r)) r := hG
  refine ((h1.sub h2).add h3).congr_fderiv (ContinuousLinearMap.ext fun d => ?_)
  -- the two terms in `g r` cancel
  change pair n (f d) - (pair r (f d) + pair (g r) d) + pair (g r) d = pair (n - r) (f d)
  simp only [pair_apply, sub_dotProduct]
  ring
```

Self-consistency means \(n=r\), so the derivative is zero. In the theorem it is expressed by giving `Es` the gradient `r` at `v + g r`.

```lean
/-- Stationarity of the Harris functional: its Fréchet derivative vanishes at a density
that is reproduced by the potential it generates. -/
theorem harris_stationary (hG : HasGrad G (g r) r) (hg : DifferentiableAt ℝ g r)
    (hE : HasGrad Es r (v + g r)) :
    HasFDerivAt (harris Es G g v) (0 : (ι → ℝ) →L[ℝ] ℝ) r := by
  refine (harris_hasFDerivAt hG hg.hasFDerivAt hE).congr_fderiv
    (ContinuousLinearMap.ext fun d => ?_)
  simp [pair_apply]
```

The potential must match the interaction energy. If the single site keeps \(G=Ur^2/4\) but uses \(g=U'r/2\), the slope at \(r=2\) is \(U-U'\), which is nonzero whenever \(U'\neq U\).

Conversely, suppose \(f\) is surjective and the derivative vanishes. Choose \(d\) with \(fd=n-r\); then \(0=(n-r)\cdot(n-r)\), so \(n=r\). Surjectivity matters: at \(U=0\) the single-site functional is the constant \(2v\), stationary at every \(r\), while the output density is always 2.

```lean
/-- If every change of potential is the first-order response to some change of density, the Harris
functional is stationary exactly when output and input density agree. -/
theorem harris_stationary_iff (hG : HasGrad G (g r) r) (hg : HasFDerivAt g f r)
    (hE : HasGrad Es n (v + g r)) (hf : Function.Surjective f) :
    HasFDerivAt (harris Es G g v) (0 : (ι → ℝ) →L[ℝ] ℝ) r ↔ n = r := by
  constructor
  · intro h
    have h0 := h.unique (harris_hasFDerivAt hG hg hE)
    -- probe with the density change whose potential is the residual itself
    obtain ⟨d, hd⟩ := hf (n - r)
    have h1 : (0 : ℝ) = pair (n - r) (f d) := congrArg (fun L => L d) h0
    rw [hd, pair_apply] at h1
    exact sub_eq_zero.1 (dotProduct_self_eq_zero.1 h1.symm)
  · intro h
    subst h
    exact harris_stationary hG hg.differentiableAt hE
```

## Energy error of a trial density

Suppose \(r\) attains the independent-electron energy in its own effective potential:
\(T_s(r)+r\cdot(v+g(r))=E_s(v+g(r))\). Subtracting \(r\cdot g(r)\) and adding \(G(r)\) turns the right side into the Harris energy and the left side into the Kohn–Sham energy.

```lean
/-- If `r` attains the independent-electron energy in its own effective potential, the
Harris and Kohn-Sham energies agree at `r`. -/
theorem harris_eq_kohnSham (hT : Ts r + r ⬝ᵥ (v + g r) = Es (v + g r)) :
    harris Es G g v r = kohnSham Ts G v r := by
  rw [dotProduct_add] at hT
  unfold harris kohnSham
  linarith
```

With the zero derivative, this gives

\[
E(r+d)-E_{\mathrm{KS}}(r)=o(d).
\]

Under these hypotheses the Harris energy, computed from a trial density without iterating to self-consistency, thus has no first-order error in that density. The bound is little-o; a quadratic one, as on the single site, does not follow from differentiability alone.

```lean
/-- First-order errors cancel: the Harris energy at `r + d` differs from the
self-consistent Kohn-Sham energy by a term of smaller order than `d`. -/
theorem harris_error_isLittleO (hG : HasGrad G (g r) r) (hg : DifferentiableAt ℝ g r)
    (hE : HasGrad Es r (v + g r)) (hT : Ts r + r ⬝ᵥ (v + g r) = Es (v + g r)) :
    (fun d => harris Es G g v (r + d) - kohnSham Ts G v r) =o[𝓝 0] fun d => d := by
  have h := hasFDerivAt_iff_isLittleO_nhds_zero.1 (harris_stationary hG hg hE)
  rw [← harris_eq_kohnSham (G := G) hT]
  simpa using h
```

## An asymmetric dimer

Two electrons of opposite spin in the lower orbital of a dimer with hopping \(t\) have energy

\[
E_s(w)=w_0+w_1-\sqrt{(w_0-w_1)^2+4t^2}.
\]

```lean
/-- Energy of two electrons of opposite spin in the lower orbital of a two-site lattice
with hopping `t` and site potentials `w`. -/
def dimerEnergy (t : ℝ) (w : Fin 2 → ℝ) : ℝ :=
  w 0 + w 1 - √((w 0 - w 1) ^ 2 + 4 * t ^ 2)
```

With equal spin densities \(r_i/2\), on-site repulsion contributes \(U r_i^2/4\) per site.

```lean
/-- Mean-field on-site repulsion `U/4 ∑ r i ^ 2` of a spin-unpolarised density. -/
def meanField (U : ℝ) (r : Fin 2 → ℝ) : ℝ := U / 4 * (r ⬝ᵥ r)
```

For \(t=2\) and \(w_0-w_1=3\), the square root is 5 and its derivative with respect to \(w_0-w_1\) is \(3/5\). Hence, for a change \(d\) of the site potentials,

\[
\delta E_s=d_0+d_1-\tfrac35(d_0-d_1)=\tfrac25d_0+\tfrac85d_1 .
\]

```lean
/-- With hopping 2 and site potentials differing by 3, the dimer energy has
gradient `(2/5, 8/5)`. -/
theorem dimerEnergy_hasGrad (w : Fin 2 → ℝ) (hw : w 0 - w 1 = 3) :
    HasGrad (dimerEnergy 2) ![2 / 5, 8 / 5] w := by
  have h5 : √((3 : ℝ) ^ 2 + 4 * 2 ^ 2) = 5 := by
    rw [show (3 : ℝ) ^ 2 + 4 * 2 ^ 2 = 5 ^ 2 by norm_num]
    exact Real.sqrt_sq (by norm_num)
  have hs : HasDerivAt (fun x : ℝ => √(x ^ 2 + 4 * 2 ^ 2)) (3 / 5) (w 0 - w 1) := by
    rw [hw]
    have h := (((hasDerivAt_id' (3 : ℝ)).fun_pow 2).add_const (4 * 2 ^ 2 : ℝ)).sqrt
      (by norm_num)
    refine h.congr_deriv ?_
    simp only [h5]
    norm_num
  have h0 := hasFDerivAt_apply (𝕜 := ℝ) (0 : Fin 2) w
  have h1 := hasFDerivAt_apply (𝕜 := ℝ) (1 : Fin 2) w
  have hc := HasDerivAt.comp_hasFDerivAt (f := fun x : Fin 2 → ℝ => x 0 - x 1) w hs
    (h0.sub h1)
  refine ((h0.add h1).sub hc).congr_fderiv (ContinuousLinearMap.ext fun d => ?_)
  simp only [pair_apply, dotProduct, Fin.sum_univ_two]
  change d 0 + d 1 - 3 / 5 * (d 0 - d 1) = 2 / 5 * d 0 + 8 / 5 * d 1
  ring
```

Take \(r=(2/5,8/5)\) and \(v=(3-U/5,\,-4U/5)\). The interaction potential \(Ur/2=(U/5,\,4U/5)\) brings the effective potential to \((3,0)\), whose output density is again \(r\). All three hypotheses of `harris_stationary` therefore hold, for every real \(U\). The gradient of `meanField` comes from the product rule above with \(g\) the identity.

```lean
/-- The two-site model with hopping 2 and mean-field repulsion `U` meets the hypotheses of
the stationarity theorem at the density `(2/5, 8/5)`. -/
theorem harris_stationary_witness (U : ℝ) :
    HasGrad (meanField U) ((U / 2) • ![2 / 5, 8 / 5]) ![2 / 5, 8 / 5] ∧
    DifferentiableAt ℝ (fun r : Fin 2 → ℝ => (U / 2) • r) ![2 / 5, 8 / 5] ∧
    HasGrad (dimerEnergy 2) ![2 / 5, 8 / 5]
      (![3 - U / 5, -(4 * U / 5)] + (U / 2) • ![2 / 5, 8 / 5]) := by
  refine ⟨?_, by fun_prop, dimerEnergy_hasGrad _ ?_⟩
  · generalize (![2 / 5, 8 / 5] : Fin 2 → ℝ) = r
    have h := (doubleCounting_hasFDerivAt (hasFDerivAt_id (𝕜 := ℝ) r)).const_mul (U / 4)
    refine h.congr_fderiv (ContinuousLinearMap.ext fun d => ?_)
    change U / 4 * (pair r d + pair r d) = pair ((U / 2) • r) d
    simp only [pair_apply, smul_dotProduct, smul_eq_mul]
    ring
  · change 3 - U / 5 + U / 2 * (2 / 5) - (-(4 * U / 5) + U / 2 * (8 / 5)) = 3
    ring

end

end HarrisStationarity
```

```lean
#print axioms HarrisStationarity.harris_stationary_iff
-- 'HarrisStationarity.harris_stationary_iff' depends on axioms: [propext, Classical.choice, Quot.sound]
#print axioms HarrisStationarity.harris_error_isLittleO
-- 'HarrisStationarity.harris_error_isLittleO' depends on axioms: [propext, Classical.choice, Quot.sound]
```
